# At equal separation across a common solvent, the nonretarded Lifshitz energies per area of the 1–1 and 2–2 contacts sum to at most twice that of the 1–2 contact

Let $L(x)=\sum_{n\ge 0}x^{n+1}/(n+1)^3$ for $|x|<1$, and let materials 1 and 2 have real reflection amplitudes $a_m,b_m\in(-1,1)$ against the solvent at finitely many imaginary frequencies, labelled by $m$ and carrying positive weights $g_m$. The Hamaker constant of the pair is $A(a,b)=\sum_m g_m L(a_m b_m)$, and two half-spaces at separation $d$ have energy per area $-A(a,b)/(12\pi d^2)$, so a positive constant means attraction.

In Lean 4 with Mathlib:

```lean
import Mathlib

open Finset

namespace LifshitzLikeWithLike

noncomputable section

variable {ι : Type*} [Fintype ι]

/-- The series `L(x) = ∑ xⁿ / n³` over `n ≥ 1`, written with `n + 1` for `n ≥ 0`;
its domain here is `|x| < 1`. -/
def trilog (x : ℝ) : ℝ := ∑' n : ℕ, x ^ (n + 1) / ((n : ℝ) + 1) ^ 3

/-- The nonretarded Hamaker constant of two materials with reflection amplitudes `a`, `b`
at the sampled imaginary frequencies, which carry the weights `g`. -/
def hamaker (g a b : ι → ℝ) : ℝ := ∑ m, g m * trilog (a m * b m)

/-- The nonretarded reflection amplitude of a material of permittivity `ε` in a solvent of
permittivity `εs`, for `ε + εs ≠ 0`. -/
def reflection (ε εs : ℝ) : ℝ := (ε - εs) / (ε + εs)

/-- The nonretarded energy per area of two half-spaces of permittivities `ε₁`, `ε₂` across a
solvent layer of permittivity `εs` and thickness `d ≠ 0`. -/
def contactEnergy (g ε₁ ε₂ εs : ι → ℝ) (d : ℝ) : ℝ :=
  -hamaker g (fun m => reflection (ε₁ m) (εs m)) (fun m => reflection (ε₂ m) (εs m))
    / (12 * Real.pi * d ^ 2)

/-- For `|a| < 1` and `|b| < 1` the series `L(ab)` converges to its value. -/
theorem hasSum_trilog {a b : ℝ} (ha : |a| < 1) (hb : |b| < 1) :
    HasSum (fun n : ℕ => (a * b) ^ (n + 1) / ((n : ℝ) + 1) ^ 3) (trilog (a * b)) := by
  have hx : |a * b| < 1 := by
    rw [abs_mul]
    have h := mul_le_mul_of_nonneg_left hb.le (abs_nonneg a)
    linarith
  -- compare with the geometric series
  have hs : Summable (fun n : ℕ => (a * b) ^ (n + 1) / ((n : ℝ) + 1) ^ 3) := by
    refine Summable.of_norm_bounded (g := fun n : ℕ => |a * b| ^ n)
      (summable_geometric_of_lt_one (abs_nonneg _) hx) ?_
    intro n
    have hn : (0 : ℝ) ≤ n := Nat.cast_nonneg n
    have h1 : (1 : ℝ) ≤ ((n : ℝ) + 1) ^ 3 := one_le_pow₀ (by linarith)
    rw [Real.norm_eq_abs, abs_div, abs_pow (a * b),
      abs_of_pos (show (0 : ℝ) < ((n : ℝ) + 1) ^ 3 by positivity)]
    exact (div_le_self (by positivity) h1).trans
      (pow_le_pow_of_le_one (abs_nonneg _) hx.le (Nat.le_succ n))
  exact hs.hasSum

/-- For reflection amplitudes in `(-1, 1)`, the quadratic form built from `L(a²)`, `L(b²)` and
`L(ab)` is a sum of squares, one for each order of reflection. -/
theorem hasSum_squares {a b : ℝ} (ha : |a| < 1) (hb : |b| < 1) (s t : ℝ) :
    HasSum (fun n : ℕ => (s * a ^ (n + 1) - t * b ^ (n + 1)) ^ 2 / ((n : ℝ) + 1) ^ 3)
      (s ^ 2 * trilog (a * a) + t ^ 2 * trilog (b * b) - 2 * s * t * trilog (a * b)) := by
  have h := (((hasSum_trilog ha ha).mul_left (s ^ 2)).add
    ((hasSum_trilog hb hb).mul_left (t ^ 2))).sub
    ((hasSum_trilog ha hb).mul_left (2 * s * t))
  -- expand each square into the three series
  have e : (fun n : ℕ => (s * a ^ (n + 1) - t * b ^ (n + 1)) ^ 2 / ((n : ℝ) + 1) ^ 3) =
      fun n : ℕ => s ^ 2 * ((a * a) ^ (n + 1) / ((n : ℝ) + 1) ^ 3)
        + t ^ 2 * ((b * b) ^ (n + 1) / ((n : ℝ) + 1) ^ 3)
        - 2 * s * t * ((a * b) ^ (n + 1) / ((n : ℝ) + 1) ^ 3) := by
    funext n
    simp only [mul_pow]
    ring
  rw [e]
  exact h

/-- At a single frequency, with amplitudes in `(-1, 1)`, the preference for like contacts is at
least the squared difference of the reflection amplitudes. -/
theorem sq_sub_le_trilog {a b : ℝ} (ha : |a| < 1) (hb : |b| < 1) :
    (a - b) ^ 2 ≤ trilog (a * a) + trilog (b * b) - 2 * trilog (a * b) := by
  -- keep only the first reflection
  have h := le_hasSum (hasSum_squares ha hb 1 1) 0 (fun n _ => by positivity)
  simp only [zero_add, pow_one, one_mul, Nat.cast_zero, one_pow, div_one, mul_one] at h
  linarith

/-- For positive weights and reflection amplitudes in `(-1, 1)`, the two like Hamaker constants
sum to at least twice the unlike one, with equality exactly when the amplitudes agree at every
sampled frequency. -/
theorem like_with_like {g a b : ι → ℝ} (hg : ∀ m, 0 < g m)
    (ha : ∀ m, |a m| < 1) (hb : ∀ m, |b m| < 1) :
    0 ≤ hamaker g a a + hamaker g b b - 2 * hamaker g a b ∧
      (hamaker g a a + hamaker g b b - 2 * hamaker g a b = 0 ↔ a = b) := by
  have gap : ∑ m, g m * (a m - b m) ^ 2 ≤
      hamaker g a a + hamaker g b b - 2 * hamaker g a b := by
    unfold hamaker
    rw [Finset.mul_sum, ← Finset.sum_add_distrib, ← Finset.sum_sub_distrib]
    apply Finset.sum_le_sum
    intro m _
    have h := mul_le_mul_of_nonneg_left (sq_sub_le_trilog (ha m) (hb m)) (hg m).le
    linarith
  have hterm : ∀ m ∈ (Finset.univ : Finset ι), 0 ≤ g m * (a m - b m) ^ 2 :=
    fun m _ => mul_nonneg (hg m).le (sq_nonneg _)
  have nn := Finset.sum_nonneg hterm
  refine ⟨nn.trans gap, fun h => ?_, ?_⟩
  · -- a vanishing sum of nonnegative terms vanishes frequency by frequency
    have z : ∑ m, g m * (a m - b m) ^ 2 = 0 := by linarith
    funext m
    have zm := (Finset.sum_eq_zero_iff_of_nonneg hterm).1 z m (Finset.mem_univ m)
    have hsq : (a m - b m) ^ 2 = 0 := (mul_eq_zero.1 zm).resolve_left (hg m).ne'
    exact sub_eq_zero.1 ((pow_eq_zero_iff two_ne_zero).1 hsq)
  · rintro rfl
    ring

/-- For nonnegative weights and amplitudes in `(-1, 1)`, the square of the unlike Hamaker
constant is at most the product of the two like ones. -/
theorem hamaker_sq_le {g a b : ι → ℝ} (hg : ∀ m, 0 ≤ g m)
    (ha : ∀ m, |a m| < 1) (hb : ∀ m, |b m| < 1) :
    hamaker g a b ^ 2 ≤ hamaker g a a * hamaker g b b := by
  -- a quadratic polynomial that is never negative has no positive discriminant
  have q : ∀ t : ℝ, 0 ≤ hamaker g a a * (t * t) + (-2 * hamaker g a b) * t
      + hamaker g b b := by
    intro t
    have e : hamaker g a a * (t * t) + (-2 * hamaker g a b) * t + hamaker g b b =
        ∑ m, g m * (t ^ 2 * trilog (a m * a m) + 1 ^ 2 * trilog (b m * b m)
          - 2 * t * 1 * trilog (a m * b m)) := by
      unfold hamaker
      simp only [Finset.sum_mul, Finset.mul_sum, ← Finset.sum_add_distrib]
      apply Finset.sum_congr rfl
      intro m _
      ring
    rw [e]
    refine Finset.sum_nonneg fun m _ => mul_nonneg (hg m) ?_
    rw [← (hasSum_squares (ha m) (hb m) t 1).tsum_eq]
    exact tsum_nonneg fun n => by positivity
  have h := discrim_le_zero q
  unfold discrim at h
  nlinarith

/-- Positive permittivities give a reflection amplitude in `(-1, 1)`. -/
theorem abs_reflection_lt_one {ε εs : ℝ} (h : 0 < ε) (hs : 0 < εs) :
    |reflection ε εs| < 1 := by
  have hp : 0 < ε + εs := add_pos h hs
  unfold reflection
  rw [abs_lt, lt_div_iff₀ hp, div_lt_iff₀ hp]
  constructor <;> linarith

/-- In a given solvent, with all permittivities positive, materials with equal reflection
amplitudes have equal permittivities. -/
theorem reflection_injective {ε₁ ε₂ εs : ℝ} (h₁ : 0 < ε₁) (h₂ : 0 < ε₂) (hs : 0 < εs)
    (h : reflection ε₁ εs = reflection ε₂ εs) : ε₁ = ε₂ := by
  unfold reflection at h
  rw [div_eq_div_iff (add_pos h₁ hs).ne' (add_pos h₂ hs).ne'] at h
  have h0 : εs * (ε₁ - ε₂) = 0 := by linear_combination h / 2
  exact sub_eq_zero.1 ((mul_eq_zero.1 h0).resolve_left hs.ne')

/-- For positive weights, permittivities and separation, and two materials whose permittivities
differ at some sampled frequency, the energies per area of the two like contacts (one of each
material) sum to strictly less than twice that of the unlike contact across the same solvent. -/
theorem like_contacts_favoured {g ε₁ ε₂ εs : ι → ℝ} {d : ℝ} (hg : ∀ m, 0 < g m)
    (h₁ : ∀ m, 0 < ε₁ m) (h₂ : ∀ m, 0 < ε₂ m) (hs : ∀ m, 0 < εs m)
    (hd : 0 < d) (hne : ε₁ ≠ ε₂) :
    contactEnergy g ε₁ ε₁ εs d + contactEnergy g ε₂ ε₂ εs d
      < 2 * contactEnergy g ε₁ ε₂ εs d := by
  have main := like_with_like hg (fun m => abs_reflection_lt_one (h₁ m) (hs m))
    (fun m => abs_reflection_lt_one (h₂ m) (hs m))
  have pos := lt_of_le_of_ne main.1 (fun h => hne (funext fun m =>
    reflection_injective (h₁ m) (h₂ m) (hs m) (congrFun (main.2.1 h.symm) m)))
  have hD : 0 < 12 * Real.pi * d ^ 2 := by positivity
  have h := div_pos pos hD
  rw [sub_div, add_div, mul_div_assoc] at h
  unfold contactEnergy
  simp only [neg_div]
  linarith

end

end LifshitzLikeWithLike
```

```lean
#print axioms LifshitzLikeWithLike.hamaker_sq_le
#print axioms LifshitzLikeWithLike.like_contacts_favoured
```

```
'LifshitzLikeWithLike.hamaker_sq_le' depends on axioms: [propext, Classical.choice, Quot.sound]
'LifshitzLikeWithLike.like_contacts_favoured' depends on axioms: [propext, Classical.choice, Quot.sound]
```

## The inequality and its energy form

The finite type `ι` labels the frequencies, and functions `ι → ℝ` hold the weights, amplitudes and permittivities. The definitions `trilog` and `hamaker` are $L$ and $A$.

For strictly positive weights and amplitudes in $(-1,1)$, `like_with_like` states

$$A(a,a)+A(b,b)-2A(a,b)\ge 0,$$

with equality exactly when $a_m=b_m$ for every $m$. Strict positivity matters for the equality case: at a frequency of zero weight the amplitudes could differ without changing any Hamaker constant.

The theorem `hamaker_sq_le` needs only nonnegative weights and gives $A(a,b)^2\le A(a,a)\,A(b,b)$. The geometric mean of the like constants, a common estimate of the unlike one, is therefore an upper bound on its magnitude in this model. It does not supply the sign, since $A(a,b)$ can be negative.

Finally, `like_contacts_favoured` starts from permittivities. Write $E_{ij}$ for the energy per area of materials $i$ and $j$ across the solvent. If all permittivities and weights are positive, $d>0$, and the two materials differ at some sampled frequency, then

$$E_{11}+E_{22}<2E_{12}.$$

All contacts have the same solvent, separation and area.

## What the model contains

The permittivities are taken on the imaginary frequency axis, where those of passive media in equilibrium are real and positive. The amplitude of a material with permittivity $\varepsilon$ in a solvent with permittivity $\varepsilon_s$ is

$$\frac{\varepsilon-\varepsilon_s}{\varepsilon+\varepsilon_s},$$

which is `reflection`. It describes an electrostatic image at a flat interface between local, isotropic media. Each power of $a_mb_m$ in $L$ corresponds to one more round trip between the two surfaces.

The weights stand for the thermal prefactor of the frequency sum, including the factor of one half on the static term, so the energy per area is a free energy. The theorems use only the signs of the weights. The factor $1/(12\pi d^2)$ comes from the geometry of two half-spaces and is put in by definition; the file does not derive the Lifshitz formula from field fluctuations.

Retardation, curved surfaces and nonlocal response are absent. So is the static term of a metal or other conductor, whose amplitude would be 1. The comparison concerns the van der Waals interaction alone, so double-layer forces or entropy of mixing may still decide whether particles of one kind actually aggregate.

## A sum of squares over reflections

**Convergence.** If $|a|,|b|<1$, then $x=ab$ has $|x|<1$, and

$$\left|\frac{x^{n+1}}{(n+1)^3}\right|\le |x|^{n+1}\le |x|^n .$$

The geometric series on the right converges, hence so does $L(x)$. This is `hasSum_trilog`, where `Summable.of_norm_bounded` makes the comparison.

**Completing the square.** For real $s,t$, each order of reflection satisfies

$$\frac{(s a^{n+1}-t b^{n+1})^2}{(n+1)^3}
=\frac{s^2(a^2)^{n+1}+t^2(b^2)^{n+1}-2st(ab)^{n+1}}{(n+1)^3}.$$

Since the three series on the right converge separately, summing over $n$ gives

$$s^2L(a^2)+t^2L(b^2)-2stL(ab)=\sum_{n\ge0}\frac{(s a^{n+1}-t b^{n+1})^2}{(n+1)^3}.$$

In `hasSum_squares`, the three convergent series are combined first, and `ring` then verifies the expansion term by term.

**One frequency.** Put $s=t=1$. Every term on the right is nonnegative, so the sum is at least its $n=0$ term:

$$L(a^2)+L(b^2)-2L(ab)\ge(a-b)^2.$$

The lemma `sq_sub_le_trilog` obtains this with `le_hasSum`.

**All frequencies.** Multiplying by $g_m$ and summing yields

$$A(a,a)+A(b,b)-2A(a,b)\ge\sum_m g_m(a_m-b_m)^2\ge0.$$

This is the step named `gap` in `like_with_like`. If the left side vanishes, so does the sum of nonnegative terms in the middle, and therefore each term; as $g_m>0$, this forces $a_m=b_m$. Conversely, equal amplitudes make the left side $2A(a,a)-2A(a,a)=0$.

**The geometric-mean bound.** Now let the coefficient of $a$ be a free real number $t$ and that of $b$ be 1. The weighted sum of squares gives

$$A(a,a)t^2-2A(a,b)t+A(b,b)\ge0\qquad\text{for all }t.$$

A real quadratic that is never negative has discriminant at most zero, so $4A(a,b)^2-4A(a,a)A(b,b)\le0$. If $A(a,a)=0$, the remaining linear function can stay nonnegative only if $A(a,b)=0$, and the bound still holds. In `hamaker_sq_le`, `q` is the nonnegative quadratic and `discrim_le_zero` supplies the conclusion.

## From amplitudes back to permittivities

For $\varepsilon,\varepsilon_s>0$,

$$-(\varepsilon+\varepsilon_s)<\varepsilon-\varepsilon_s<\varepsilon+\varepsilon_s .$$

Division by the positive sum puts the amplitude in $(-1,1)$, which is `abs_reflection_lt_one`.

If two materials have equal amplitudes in the same solvent, cross-multiplication gives

$$(\varepsilon_1-\varepsilon_s)(\varepsilon_2+\varepsilon_s)=(\varepsilon_2-\varepsilon_s)(\varepsilon_1+\varepsilon_s),$$

which simplifies to $2\varepsilon_s(\varepsilon_1-\varepsilon_2)=0$, so $\varepsilon_1=\varepsilon_2$. This is `reflection_injective`.

Materials that differ at a sampled frequency therefore have different amplitudes there, and the Hamaker inequality is strict. With $a$ and $b$ computed from the permittivities,

$$E_{11}+E_{22}-2E_{12}=-\frac{A(a,a)+A(b,b)-2A(a,b)}{12\pi d^2}<0 .$$

The last theorem carries this out by dividing the strict inequality by the positive number $12\pi d^2$.

## One frequency, and a material matched to the solvent

Take a single frequency with weight $g>0$, solvent permittivity 6, and material permittivities 18 and 2. The amplitudes are $a=1/2$ and $b=-1/2$, so

$$A(a,a)=A(b,b)=gL(1/4)\approx0.2585\,g,\qquad A(a,b)=gL(-1/4)\approx-0.2427\,g .$$

The unlike contact is repulsive and both like contacts are attractive. The combination in the theorem is about $1.0023\,g$, just above the lower bound $g(a-b)^2=g$.

If instead material 2 matches the solvent at every frequency, then $b=0$ and both $A(b,b)$ and $A(a,b)$ vanish. The inequality reduces to $A(a,a)\ge0$: two bodies of the same material attract across the solvent unless they match it at every sampled frequency too.

## In a Hamaker-constant calculation

At temperature $T$, the sampled frequencies are $\xi_m=2\pi m k_BT/\hbar$ for $m=0,1,\dots,M$. The permittivities at $i\xi_m$ come from a fitted oscillator model or from a computed dielectric response. They give the amplitudes, and the weights are $g_0=\tfrac34k_BT$ and $g_m=\tfrac32k_BT$ for $m\ge1$. Summing $g_mL(a_mb_m)$ then gives the Hamaker constant.

The inequality applies to this finite frequency sum at any cutoff $M$, provided that the static permittivities are finite. If a program also stops the reflection series after $N\ge1$ terms, the same squares, summed only over $n<N$, show by hand that the preference for like contacts keeps its sign. For simulations that take their dispersion parameters from this nonretarded half-space model, the result constrains the three Hamaker constants of a pair of materials jointly: the magnitude of the unlike constant cannot exceed the geometric mean of the two like ones, and hence not their average either.
